# For one-pole atoms, the transfer estimate of C6 is too large exactly when the probe frequency lies strictly between the other two

## Atoms, coefficients and the estimate

At large separation R, before retardation sets in, two neutral atoms A and B in spherically symmetric ground states attract each other with the leading energy −C(A,B)/R⁶. If C(A,B) is not known, it can be estimated from coefficients that involve a third atom, the probe P:

C(A,B) ≈ C(A,P) · C(B,P) / C(P,P)

The problem is to find when this transfer estimate is too large, and by how much. It is solved here for atoms whose response has a single excitation frequency. Atomic units are used throughout.

In Lean 4 with Mathlib:

```lean
import Mathlib

open MeasureTheory Set Filter Topology
open scoped Real

namespace DispersionTransfer

noncomputable section
```

A one-pole atom A has a static polarizability α_A > 0 and an excitation frequency ω_A > 0.

```lean
/-- An atom with a single excitation pole: a positive static polarizability and a positive
excitation frequency. -/
structure OnePoleAtom where
  pol : ℝ
  freq : ℝ
  pol_pos : 0 < pol
  freq_pos : 0 < freq
```

The fields `pol` and `freq` are α_A and ω_A. The two positivity conditions are part of the structure, so the theorems about atoms need no further hypotheses. Nothing requires A, B and P to be different.

At the imaginary frequency iu, the polarizability of such an atom is

α_A(iu) = α_A ω_A² / (ω_A² + u²)

```lean
/-- The dynamic polarizability of a one-pole atom at the imaginary frequency `i u`. -/
def OnePoleAtom.alpha (A : OnePoleAtom) (u : ℝ) : ℝ :=
  A.pol * A.freq ^ 2 / (A.freq ^ 2 + u ^ 2)
```

The argument of `alpha` is the real number u, so `A.alpha u` stands for the textbook α_A(iu). At u = 0 it returns the static value.

The dispersion coefficient is the Casimir–Polder integral

C(A,B) = (3/π) ∫₀^∞ α_A(iu) α_B(iu) du

```lean
/-- The dispersion coefficient of two atoms, given by the Casimir–Polder integral over
imaginary frequencies, in atomic units. -/
def C6 (A B : OnePoleAtom) : ℝ :=
  3 / π * ∫ u in Ioi (0 : ℝ), A.alpha u * B.alpha u
```

This is taken as the definition of `C6` and is not derived from perturbation theory. The factor 3/π comes from the dipole–dipole coupling of two isotropic atoms.

The estimate and its signed relative error are

T = C(A,P) · C(B,P) / C(P,P)

error = (T − C(A,B)) / C(A,B)

```lean
/-- The estimate of the coefficient of `A` and `B` from their coefficients with a probe `P`. -/
def transfer (A B P : OnePoleAtom) : ℝ := C6 A P * C6 B P / C6 P P

/-- The relative error of the transfer estimate. -/
def relError (A B P : OnePoleAtom) : ℝ := (transfer A B P - C6 A B) / C6 A B
```

A positive error means that the estimate is too large. The reference value is the coefficient of the model atoms. The step from here to real atoms, which have many excitations and a continuum, is the replacement of each response by a single pole, and no hypothesis controls the error of that replacement.

## The overlap of two Lorentzians

With the polarizabilities inserted, the coefficient contains the integral of a product of two Lorentzians. Their antiderivatives are built from the arctangent. For a > 0,

d/du arctan(u/a) = (1/a) / (1 + u²/a²) = a / (a² + u²)

```lean
/-- The derivative of `arctan (u / a)` is a Lorentzian of width `a`, for `a > 0`. -/
theorem hasDerivAt_arctan_div {a : ℝ} (ha : 0 < a) (u : ℝ) :
    HasDerivAt (fun v : ℝ => Real.arctan (v / a)) (a / (a ^ 2 + u ^ 2)) u := by
  have h : HasDerivAt (fun v : ℝ => Real.arctan (v / a))
      (1 / (1 + (u / a) ^ 2) * (1 / a)) u :=
    ((hasDerivAt_id' u).div_const a).arctan
  refine h.congr_deriv ?_
  have h1 : 1 + (u / a) ^ 2 = (a ^ 2 + u ^ 2) / a ^ 2 := by field_simp
  have h2 : a ^ 2 + u ^ 2 ≠ 0 := by positivity
  rw [h1]
  field_simp
```

The chain rule gives the middle expression, and `field_simp` brings it to the form on the right.

For positive a ≠ b, partial fractions give

1/((a²+u²)(b²+u²)) = [1/(a²+u²) − 1/(b²+u²)] / (b² − a²)

so an antiderivative is

F(u) = [arctan(u/a)/a − arctan(u/b)/b] / (b² − a²)

It vanishes at u = 0. At infinity both arctangents tend to π/2, and

F(∞) = (π/2) · (1/a − 1/b) / (b² − a²) = π / (2ab(a+b))

For a = b this antiderivative is undefined, and another one is needed:

G(u) = [arctan(u/a)/a + u/(a²+u²)] / (2a²)

Its derivative is

G′(u) = [1/(a²+u²) + (a²−u²)/(a²+u²)²] / (2a²) = 1/(a²+u²)²

Again G(0) = 0. The rational part vanishes at infinity because u/(a²+u²) ≤ 1/u, which leaves G(∞) = π/(4a³). This is the general formula at b = a.

```lean
/-- The overlap integral of two Lorentzians of positive widths `a` and `b` over the
positive half-line. -/
theorem integral_lorentzians {a b : ℝ} (ha : 0 < a) (hb : 0 < b) :
    ∫ u in Ioi (0 : ℝ), 1 / ((a ^ 2 + u ^ 2) * (b ^ 2 + u ^ 2))
      = π / (2 * a * b * (a + b)) := by
  have lim : ∀ c : ℝ, 0 < c →
      Tendsto (fun u : ℝ => Real.arctan (u / c)) atTop (𝓝 (π / 2)) := fun c hc =>
    (Real.tendsto_arctan_atTop.mono_right nhdsWithin_le_nhds).comp
      (tendsto_id.atTop_div_const hc)
  have pos : ∀ u ∈ Ioi (0 : ℝ), 0 ≤ 1 / ((a ^ 2 + u ^ 2) * (b ^ 2 + u ^ 2)) :=
    fun u _ => by positivity
  rcases eq_or_ne a b with rfl | hab
  · -- equal widths: the antiderivative has a rational part, which vanishes at infinity
    have hrat : Tendsto (fun u : ℝ => u / (a ^ 2 + u ^ 2)) atTop (𝓝 0) := by
      refine squeeze_zero' ?_ ?_ tendsto_inv_atTop_zero
      · filter_upwards [eventually_gt_atTop (0 : ℝ)] with u hu
        positivity
      · filter_upwards [eventually_gt_atTop (0 : ℝ)] with u hu
        rw [inv_eq_one_div, div_le_div_iff₀ (by positivity) hu]
        nlinarith [sq_nonneg a]
    have hder : ∀ u ∈ Ici (0 : ℝ), HasDerivAt
        (fun v : ℝ => (Real.arctan (v / a) / a + v / (a ^ 2 + v ^ 2)) / (2 * a ^ 2))
        (1 / ((a ^ 2 + u ^ 2) * (a ^ 2 + u ^ 2))) u := by
      intro u _
      have h2 : a ^ 2 + u ^ 2 ≠ 0 := by positivity
      have hq : HasDerivAt (fun v : ℝ => a ^ 2 + v ^ 2) (2 * u) u := by
        simpa using (hasDerivAt_pow 2 u).const_add (a ^ 2)
      refine ((((hasDerivAt_arctan_div ha u).div_const a).fun_add
        ((hasDerivAt_id' u).fun_div hq h2)).div_const (2 * a ^ 2)).congr_deriv ?_
      field_simp
      ring
    rw [integral_Ioi_of_hasDerivAt_of_nonneg' hder pos
      ((((lim a ha).div_const a).add hrat).div_const (2 * a ^ 2))]
    simp only [zero_div, Real.arctan_zero, add_zero, sub_zero]
    field_simp
    ring
  · -- different widths: partial fractions
    have h1 : b - a ≠ 0 := sub_ne_zero.mpr hab.symm
    have hder : ∀ u ∈ Ici (0 : ℝ), HasDerivAt
        (fun v : ℝ => (Real.arctan (v / a) / a - Real.arctan (v / b) / b)
          / ((b - a) * (a + b)))
        (1 / ((a ^ 2 + u ^ 2) * (b ^ 2 + u ^ 2))) u := by
      intro u _
      have h2 : a ^ 2 + u ^ 2 ≠ 0 := by positivity
      have h3 : b ^ 2 + u ^ 2 ≠ 0 := by positivity
      refine ((((hasDerivAt_arctan_div ha u).div_const a).fun_sub
        ((hasDerivAt_arctan_div hb u).div_const b)).div_const _).congr_deriv ?_
      field_simp
      ring
    rw [integral_Ioi_of_hasDerivAt_of_nonneg' hder pos
      ((((lim a ha).div_const a).sub ((lim b hb).div_const b)).div_const _)]
    simp only [zero_div, Real.arctan_zero, sub_zero]
    field_simp
```

The proof splits into the same two cases. In each, `hder` is the derivative of the antiderivative, and `lim` supplies the limit of the arctangents; for equal widths, `hrat` states that the rational part vanishes at infinity, which follows from the bound by 1/u. The theorem `integral_Ioi_of_hasDerivAt_of_nonneg'` then gives the integral as the limit at infinity minus the value at 0. It also needs the integrand to be non-negative, which is `pos`.

## London's formula

Setting a = ω_A and b = ω_B gives

C(A,B) = (3/π) · α_A ω_A² α_B ω_B² · π / (2 ω_A ω_B (ω_A + ω_B))

C(A,B) = (3/2) α_A α_B ω_A ω_B / (ω_A + ω_B)

```lean
/-- London's formula for the dispersion coefficient of two one-pole atoms. -/
theorem C6_eq_london (A B : OnePoleAtom) :
    C6 A B = 3 / 2 * A.pol * B.pol * (A.freq * B.freq / (A.freq + B.freq)) := by
  have ha := A.freq_pos
  have hb := B.freq_pos
  have h : ∀ u : ℝ, A.alpha u * B.alpha u = (A.pol * A.freq ^ 2 * (B.pol * B.freq ^ 2)) *
      (1 / ((A.freq ^ 2 + u ^ 2) * (B.freq ^ 2 + u ^ 2))) := by
    intro u
    unfold OnePoleAtom.alpha
    rw [div_mul_div_comm, mul_one_div]
  unfold C6
  simp only [h]
  rw [integral_const_mul, integral_lorentzians ha hb]
  have hpi := Real.pi_pos
  field_simp
```

The auxiliary statement `h` separates the constants from the Lorentzians, and `integral_const_mul` takes them out of the integral. London's formula is often written with ionisation energies; here the excitation frequencies of the model stand in their place.

Every factor on the right is positive, and therefore C(A,B) > 0.

```lean
/-- The dispersion coefficient of two one-pole atoms is positive. -/
theorem C6_pos (A B : OnePoleAtom) : 0 < C6 A B := by
  have := A.freq_pos
  have := B.freq_pos
  have := A.pol_pos
  have := B.pol_pos
  rw [C6_eq_london]
  positivity
```

## The error in terms of the detunings

For two copies of the probe, London's formula reads C(P,P) = (3/4) α_P² ω_P. Hence

T = 3 α_A α_B ω_A ω_B ω_P / ((ω_A + ω_P)(ω_B + ω_P))

The polarizability of the probe has cancelled. Division by C(A,B) removes the other two:

T / C(A,B) = 2 ω_P (ω_A + ω_B) / ((ω_A + ω_P)(ω_B + ω_P))

Subtracting 1 leaves the numerator

2ω_P(ω_A + ω_B) − (ω_A + ω_P)(ω_B + ω_P) = ω_P ω_A + ω_P ω_B − ω_A ω_B − ω_P²

which factorises as (ω_P − ω_A)(ω_B − ω_P). The result is

error = (ω_P − ω_A)(ω_B − ω_P) / ((ω_A + ω_P)(ω_B + ω_P))

```lean
/-- The relative error of the transfer estimate depends on the three frequencies only, and
factorises into the detunings of the probe from the two atoms. -/
theorem relError_eq (A B P : OnePoleAtom) :
    relError A B P = (P.freq - A.freq) * (B.freq - P.freq) /
      ((A.freq + P.freq) * (B.freq + P.freq)) := by
  have := A.freq_pos
  have := B.freq_pos
  have := P.freq_pos
  have := A.pol_pos
  have := B.pol_pos
  have := P.pol_pos
  unfold relError transfer
  simp only [C6_eq_london]
  field_simp
  ring
```

After London's formula has been inserted for all four coefficients, `field_simp` clears the denominators and `ring` checks the polynomial identity.

## Sign and zeros of the error

The denominator is positive, so the error has the sign of (ω_P − ω_A)(ω_B − ω_P). This product is positive if both factors are positive, ω_A < ω_P < ω_B, or if both are negative, ω_B < ω_P < ω_A. Together the two cases say that ω_P lies strictly between the other frequencies.

```lean
/-- The transfer estimate is too large exactly when the probe frequency lies strictly between
the frequencies of the two atoms. -/
theorem overestimates_iff (A B P : OnePoleAtom) :
    C6 A B < transfer A B P ↔
      min A.freq B.freq < P.freq ∧ P.freq < max A.freq B.freq := by
  have hden : 0 < (A.freq + P.freq) * (B.freq + P.freq) :=
    mul_pos (add_pos A.freq_pos P.freq_pos) (add_pos B.freq_pos P.freq_pos)
  have h : C6 A B < transfer A B P ↔ 0 < relError A B P := by
    unfold relError
    rw [div_pos_iff_of_pos_right (C6_pos A B), sub_pos]
  rw [h, relError_eq, div_pos_iff_of_pos_right hden, mul_pos_iff, min_lt_iff, lt_max_iff]
  constructor
  · rintro (⟨h1, h2⟩ | ⟨h1, h2⟩)
    · exact ⟨Or.inl (by linarith), Or.inr (by linarith)⟩
    · exact ⟨Or.inr (by linarith), Or.inl (by linarith)⟩
  · rintro ⟨h1 | h1, h2 | h2⟩
    · exact absurd h1 h2.not_gt
    · exact Or.inl ⟨by linarith, by linarith⟩
    · exact Or.inr ⟨by linarith, by linarith⟩
    · exact absurd h1 h2.not_gt
```

The statement uses `min` and `max` so that the order of ω_A and ω_B does not matter. If the two are equal, nothing lies strictly between them, and the estimate is never too large. In the proof, `h` uses C(A,B) > 0 to turn "too large" into "positive error", and `mul_pos_iff` produces the two sign cases.

The criterion needs α_A and α_B to have the same sign. A formal example shows this; it is not a physical one, since the static polarizability of a ground-state atom is positive. Take α_A = −1, α_B = α_P = 1 and ω_A = 1, ω_B = 4, ω_P = 2. The same integrals give C(A,B) = −6/5 and T = −4/3. The probe frequency lies between the other two, yet T is below C(A,B).

The error vanishes exactly when one of the factors in its numerator does, that is, when ω_P = ω_A or ω_P = ω_B.

```lean
/-- The transfer estimate is exact if and only if the probe shares its frequency with one of
the two atoms. -/
theorem exact_iff (A B P : OnePoleAtom) :
    transfer A B P = C6 A B ↔ P.freq = A.freq ∨ P.freq = B.freq := by
  have hden : 0 < (A.freq + P.freq) * (B.freq + P.freq) :=
    mul_pos (add_pos A.freq_pos P.freq_pos) (add_pos B.freq_pos P.freq_pos)
  have h : transfer A B P = C6 A B ↔ relError A B P = 0 := by
    unfold relError
    rw [div_eq_zero_iff, or_iff_left (C6_pos A B).ne', sub_eq_zero]
  rw [h, relError_eq, div_eq_zero_iff, or_iff_left hden.ne', mul_eq_zero, sub_eq_zero,
    sub_eq_zero, eq_comm (a := B.freq) (b := P.freq)]
```

The polarizability of the probe is irrelevant here: a shared frequency is enough.

## The largest overestimate

Write s = √ω_A, t = √ω_B and p = ω_P. The claim is that the error is at most ((s−t)/(s+t))². Over the common denominator (s+t)²(s²+p)(t²+p), the difference between this bound and the error has the numerator

N = (s−t)²(s²+p)(t²+p) − (s+t)²(p−s²)(t²−p)

With S = s² + t² and m = st this becomes

N = (S − 2m)(m² + p² + pS) − (S + 2m)(pS − m² − p²)

N = 2S(m² + p²) − 4mpS = 2S(p − m)²

Hence

bound − error = 2(s²+t²)(p − st)² / ((s+t)²(s²+p)(t²+p))

The right side is never negative, and it vanishes exactly at p = st, which is ω_P = √(ω_A ω_B).

```lean
/-- The relative error has an upper bound set by the two atoms alone, and reaches it exactly
when the probe frequency is the geometric mean of theirs. -/
theorem relError_le (A B P : OnePoleAtom) :
    relError A B P ≤ ((√A.freq - √B.freq) / (√A.freq + √B.freq)) ^ 2 ∧
    (relError A B P = ((√A.freq - √B.freq) / (√A.freq + √B.freq)) ^ 2 ↔
      P.freq = √(A.freq * B.freq)) := by
  have ha := A.freq_pos
  have hb := B.freq_pos
  have hp := P.freq_pos
  have aux : ∀ s t p : ℝ, 0 < s → 0 < t → 0 < p →
      ((s - t) / (s + t)) ^ 2 - (p - s ^ 2) * (t ^ 2 - p) / ((s ^ 2 + p) * (t ^ 2 + p))
        = 2 * (s ^ 2 + t ^ 2) / ((s + t) ^ 2 * ((s ^ 2 + p) * (t ^ 2 + p)))
          * (p - s * t) ^ 2 := by
    intro s t p hs ht hp
    field_simp <;> ring
  -- the gap to the bound is a positive multiple of a square
  obtain ⟨K, hK, key⟩ : ∃ K : ℝ, 0 < K ∧
      ((√A.freq - √B.freq) / (√A.freq + √B.freq)) ^ 2 - relError A B P
        = K * (P.freq - √A.freq * √B.freq) ^ 2 := by
    have k := aux √A.freq √B.freq P.freq (Real.sqrt_pos.mpr ha) (Real.sqrt_pos.mpr hb) hp
    rw [Real.sq_sqrt ha.le, Real.sq_sqrt hb.le, ← relError_eq] at k
    exact ⟨_, by positivity, k⟩
  rw [Real.sqrt_mul ha.le]
  refine ⟨by linarith [mul_nonneg hK.le (sq_nonneg (P.freq - √A.freq * √B.freq))], ?_, ?_⟩
  · intro h
    rw [h, sub_self] at key
    have h0 := (mul_eq_zero.mp key.symm).resolve_left hK.ne'
    exact sub_eq_zero.mp (pow_eq_zero_iff two_ne_zero |>.mp h0)
  · intro h
    rw [sub_eq_zero.mpr h, zero_pow two_ne_zero, mul_zero] at key
    linarith

end

end DispersionTransfer
```

The identity is `aux`. The proof then keeps only what matters about it: the gap is a positive number `K` times a square. The inequality and both directions of the equality case follow from that.

For ω_A = 1 and ω_B = 4, the largest error is 1/9, at ω_P = 2. The theorem limits the signed error from above and not its magnitude. As ω_P tends to 0 or to infinity, the formula for the error tends to −1, and the estimate loses almost the whole coefficient.

In simulation practice, pairwise dispersion corrections can take missing coefficients from combination rules, of which there are several. The result concerns only the transfer estimate defined above: as far as one pole describes the atoms, it tells which choice of probe makes that estimate too large.

## The geometric-mean rule

Inserting London's formula also settles a neighbouring rule, the estimate √(C(A,A) · C(B,B)). The comparison is carried out in the prose alone. Since C(A,A) = (3/4) α_A² ω_A, the polarizabilities cancel again:

√(C(A,A) · C(B,B)) / C(A,B) = (ω_A + ω_B) / (2√(ω_A ω_B))

The arithmetic mean is at least the geometric mean, so for one-pole atoms this estimate is never too small, and it is exact only for ω_A = ω_B.

```lean
#print axioms DispersionTransfer.overestimates_iff
#print axioms DispersionTransfer.exact_iff
#print axioms DispersionTransfer.relError_le
```

```
'DispersionTransfer.overestimates_iff' depends on axioms: [propext, Classical.choice, Quot.sound]
'DispersionTransfer.exact_iff' depends on axioms: [propext, Classical.choice, Quot.sound]
'DispersionTransfer.relError_le' depends on axioms: [propext, Classical.choice, Quot.sound]
```
